# A filter that favours a ghost eigenvector drives its superposition with a higher valence state to the ghost energy

A ghost is an unphysical eigenstate that the separable form of a norm-conserving pseudopotential can introduce into a Hamiltonian $H$. Here $H$ is Hermitian, and the normalised ghost $g$ of energy $E_g$ lies below a normalised valence state $v$ of energy $E_v$. In the simplest kind of iterative eigensolver, a fixed filter $F$ is applied repeatedly to a start vector

$$\psi_0=\alpha g+\beta v,\qquad |\alpha|^2=w,\quad |\beta|^2=1-w,\quad 0<w<1 .$$

Each step multiplies the ghost amplitude by $a$ and the valence amplitude by $b$, with $a>b>0$. When does the ghost hold more than half of $\psi_k=F^k\psi_0$, and what happens to the mean energy meanwhile?

## Weights and energies of unnormalised vectors

```lean
import Mathlib

open Matrix Filter Topology

namespace GhostFiltering

noncomputable section

variable {n : Type*} [Fintype n]
```

The type `n` labels a finite orthonormal basis, so states are complex vectors `n → ℂ` and operators are square matrices.

```lean
/-- The share of the state `ψ ≠ 0` that lies on the normalised vector `g`. -/
def ghostWeight (g ψ : n → ℂ) : ℝ :=
  Complex.normSq (star g ⬝ᵥ ψ) / (star ψ ⬝ᵥ ψ).re
```

This is the ghost weight $|\langle g|\psi\rangle|^2/\langle\psi|\psi\rangle$. The expression `star g ⬝ᵥ ψ` is the inner product $\langle g|\psi\rangle$, conjugate-linear on the left, and `Complex.normSq` is the squared modulus. The vector $g$ is meant to be normalised, while $\psi$ need not be.

```lean
/-- The mean energy (Rayleigh quotient) of the Hamiltonian `H` in the state `ψ ≠ 0`. -/
def meanEnergy (H : Matrix n n ℂ) (ψ : n → ℂ) : ℝ :=
  (star ψ ⬝ᵥ (H *ᵥ ψ)).re / (star ψ ⬝ᵥ ψ).re
```

The mean energy is $\langle\psi|H|\psi\rangle/\langle\psi|\psi\rangle$, where `*ᵥ` applies a matrix to a vector. Both definitions divide by the squared norm, so rescaling the iterate between steps changes neither number.

## What is assumed of the ghost and the filter

```lean
/-- A Hermitian Hamiltonian `H` has a normalised ghost eigenvector `g` below a normalised valence
eigenvector `v`; one step of the filter `F` multiplies them by `a > b > 0`. -/
structure GhostPair (H F : Matrix n n ℂ) (g v : n → ℂ) (Eg Ev a b : ℝ) : Prop where
  herm : H.IsHermitian
  ghost : H *ᵥ g = (Eg : ℂ) • g
  valence : H *ᵥ v = (Ev : ℂ) • v
  ghost_norm : star g ⬝ᵥ g = 1
  valence_norm : star v ⬝ᵥ v = 1
  below : Eg < Ev
  filter_ghost : F *ᵥ g = (a : ℂ) • g
  filter_valence : F *ᵥ v = (b : ℂ) • v
  pos : 0 < b
  favours : b < a
```

`GhostPair` is a bundle of conditions. $H$ is Hermitian, $g$ and $v$ are normalised eigenvectors with $E_g<E_v$, and $Fg=ag$, $Fv=bv$ with $0<b<a$. The notation `(Eg : ℂ)` reads a real energy as a complex number, and `•` multiplies a vector by a scalar.

The condition `favours`, $b<a$, stands for a filter aimed at the low end of the spectrum, which multiplies the lower state by the larger factor. Nothing is said about how $F$ acts outside the plane of $g$ and $v$.

The conditions also hold for a genuine state below $v$. That $g$ is an artefact of the pseudopotential has to be established separately, for instance by comparison with the all-electron spectrum.

## Amplitudes in the plane of the two states

```lean
/-- Eigenvectors of a Hermitian Hamiltonian with different energies are orthogonal. -/
theorem eigenvectors_orthogonal {H : Matrix n n ℂ} {x y : n → ℂ} {E₁ E₂ : ℝ}
    (hH : H.IsHermitian) (hx : H *ᵥ x = (E₁ : ℂ) • x) (hy : H *ᵥ y = (E₂ : ℂ) • y)
    (hne : E₁ ≠ E₂) : star x ⬝ᵥ y = 0 := by
  have hr : star (E₁ : ℂ) = E₁ := Complex.conj_ofReal E₁
  -- let `H` act to the left and to the right
  have key : (E₁ : ℂ) * (star x ⬝ᵥ y) = E₂ * (star x ⬝ᵥ y) := by
    calc (E₁ : ℂ) * (star x ⬝ᵥ y) = star (H *ᵥ x) ⬝ᵥ y := by
          rw [hx, star_smul, smul_dotProduct, hr, smul_eq_mul]
      _ = star x ⬝ᵥ (H *ᵥ y) := by
          rw [Matrix.star_mulVec, hH.eq, Matrix.dotProduct_mulVec]
      _ = E₂ * (star x ⬝ᵥ y) := by rw [hy, dotProduct_smul, smul_eq_mul]
  have h0 : ((E₁ : ℂ) - E₂) * (star x ⬝ᵥ y) = 0 := by linear_combination key
  exact (mul_eq_zero.mp h0).resolve_left (sub_ne_zero.mpr (by exact_mod_cast hne))
```

For eigenvectors $x,y$ with energies $E_1\neq E_2$, let $H$ act to the left and to the right:

$$E_1\langle x|y\rangle=\langle Hx|y\rangle=\langle x|Hy\rangle=E_2\langle x|y\rangle .$$

Hence $(E_1-E_2)\langle x|y\rangle=0$, and so $\langle x|y\rangle=0$. The `calc` block is this chain of equalities, and the last line divides out the nonzero energy difference.

```lean
variable {H F : Matrix n n ℂ} {g v : n → ℂ} {Eg Ev a b w : ℝ} {α β : ℂ}

/-- In the plane of ghost and valence state, the inner product is that of the amplitudes. -/
theorem overlap (h : GhostPair H F g v Eg Ev a b) (x y x' y' : ℂ) :
    star (x • g + y • v) ⬝ᵥ (x' • g + y' • v) = star x * x' + star y * y' := by
  have hgv := eigenvectors_orthogonal h.herm h.ghost h.valence h.below.ne
  have hvg := eigenvectors_orthogonal h.herm h.valence h.ghost h.below.ne'
  simp only [star_add, star_smul, add_dotProduct, dotProduct_add, smul_dotProduct,
    dotProduct_smul, h.ghost_norm, h.valence_norm, hgv, hvg, smul_eq_mul]
  ring
```

Now $x,y,x',y'$ are complex amplitudes. Since $g$ and $v$ are orthonormal,

$$\langle xg+yv\,|\,x'g+y'v\rangle=x^*x'+y^*y' .$$

Lean expands the product into four terms and inserts the norms and the two vanishing overlaps.

```lean
private lemma amplitude_sq (r : ℝ) (z : ℂ) (k : ℕ) :
    star ((r : ℂ) ^ k * z) * ((r : ℂ) ^ k * z)
      = ((Complex.normSq z * r ^ (2 * k) : ℝ) : ℂ) := by
  have hr : star (r : ℂ) = r := Complex.conj_ofReal r
  rw [Complex.ofReal_mul, Complex.normSq_eq_conj_mul_self, starRingEnd_apply,
    Complex.ofReal_pow, star_mul, star_pow, hr]
  ring
```

For real $r$ and complex $z$, this says $|r^kz|^2=|z|^2r^{2k}$. It turns filtered amplitudes into weights.

```lean
variable [DecidableEq n]

/-- After `k` filter steps the ghost amplitude has been multiplied by `a ^ k` and the valence
amplitude by `b ^ k`. -/
theorem filter_pow (h : GhostPair H F g v Eg Ev a b) (α β : ℂ) (k : ℕ) :
    (F ^ k) *ᵥ (α • g + β • v) = ((a : ℂ) ^ k * α) • g + ((b : ℂ) ^ k * β) • v := by
  induction k with
  | zero => simp
  | succ k ih =>
    rw [pow_succ', ← Matrix.mulVec_mulVec, ih, Matrix.mulVec_add, Matrix.mulVec_smul,
      Matrix.mulVec_smul, h.filter_ghost, h.filter_valence]
    module
```

The filtered vector is $\psi_k=a^k\alpha\,g+b^k\beta\,v$. This is clear for $k=0$, and one more application of $F$ multiplies the two terms by $a$ and $b$. The `induction` has exactly these two cases.

```lean
private lemma filtered_norm (h : GhostPair H F g v Eg Ev a b)
    (hα : Complex.normSq α = w) (hβ : Complex.normSq β = 1 - w) (k : ℕ) :
    (star ((F ^ k) *ᵥ (α • g + β • v)) ⬝ᵥ ((F ^ k) *ᵥ (α • g + β • v))).re
      = w * a ^ (2 * k) + (1 - w) * b ^ (2 * k) := by
  rw [filter_pow h, overlap h, amplitude_sq, amplitude_sq, hα, hβ, ← Complex.ofReal_add,
    Complex.ofReal_re]
```

Combining the last three results gives the squared norm

$$N_k=\langle\psi_k|\psi_k\rangle=w\,a^{2k}+(1-w)\,b^{2k}.$$

The hypotheses `hα` and `hβ` fix only the squared moduli of $\alpha$ and $\beta$; their phases are free.

```lean
/-- The ghost weight after `k` filter steps, for a start vector with weight `w` on the ghost and
`1 - w` on the valence state. -/
theorem filtered_weight (h : GhostPair H F g v Eg Ev a b)
    (hα : Complex.normSq α = w) (hβ : Complex.normSq β = 1 - w) (k : ℕ) :
    ghostWeight g ((F ^ k) *ᵥ (α • g + β • v))
      = w * a ^ (2 * k) / (w * a ^ (2 * k) + (1 - w) * b ^ (2 * k)) := by
  have hgv := eigenvectors_orthogonal h.herm h.ghost h.valence h.below.ne
  rw [ghostWeight, filtered_norm h hα hβ, filter_pow h, dotProduct_add, dotProduct_smul,
    dotProduct_smul, h.ghost_norm, hgv, smul_zero, add_zero, smul_eq_mul, mul_one,
    Complex.normSq_mul, map_pow, Complex.normSq_ofReal, hα]
  congr 1
  ring
```

Orthogonality gives $\langle g|\psi_k\rangle=a^k\alpha$, so the ghost weight is

$$p_k=\frac{w\,a^{2k}}{N_k}.$$

```lean
/-- The mean energy after `k` filter steps lies above the ghost energy by the gap times the
remaining valence weight, for a start vector with ghost weight `w` strictly between 0 and 1 and
valence weight `1 - w`. -/
theorem filtered_energy (h : GhostPair H F g v Eg Ev a b) (hw : 0 < w) (hw1 : w < 1)
    (hα : Complex.normSq α = w) (hβ : Complex.normSq β = 1 - w) (k : ℕ) :
    meanEnergy H ((F ^ k) *ᵥ (α • g + β • v)) = Eg + (Ev - Eg) *
      ((1 - w) * b ^ (2 * k) / (w * a ^ (2 * k) + (1 - w) * b ^ (2 * k))) := by
  have hD : 0 < w * a ^ (2 * k) + (1 - w) * b ^ (2 * k) :=
    add_pos (mul_pos hw (pow_pos (h.pos.trans h.favours) _))
      (mul_pos (sub_pos.mpr hw1) (pow_pos h.pos _))
  have hH : ∀ x y : ℂ, H *ᵥ (x • g + y • v) = (Eg * x) • g + (Ev * y) • v := by
    intro x y
    rw [Matrix.mulVec_add, Matrix.mulVec_smul, Matrix.mulVec_smul, h.ghost, h.valence]
    module
  rw [meanEnergy, filtered_norm h hα hβ, filter_pow h, hH, overlap h,
    mul_left_comm _ (Eg : ℂ), mul_left_comm _ (Ev : ℂ), amplitude_sq, amplitude_sq, hα, hβ,
    ← Complex.ofReal_mul, ← Complex.ofReal_mul, ← Complex.ofReal_add, Complex.ofReal_re,
    div_eq_iff hD.ne', add_mul, mul_assoc (Ev - Eg), div_mul_cancel₀ _ hD.ne']
  ring
```

Applying $H$ multiplies the two amplitudes by $E_g$ and $E_v$. The mean energy is therefore

$$E_k=\frac{E_g\,w\,a^{2k}+E_v(1-w)\,b^{2k}}{N_k}
=E_g+(E_v-E_g)\,\frac{(1-w)\,b^{2k}}{N_k}.$$

The last fraction is the valence weight $1-p_k$. The proof first records $N_k>0$ as `hD`, then multiplies by $N_k$ and compares the two sides. As long as $w\,a^{2k}$ is much smaller than $(1-w)\,b^{2k}$, the mean energy stays close to $E_v$ on the scale of the gap, although the ghost weight is already growing.

## The takeover and the fall in energy

```lean
/-- For a start vector with ghost weight `w` strictly between 0 and 1 and valence weight `1 - w`,
the ghost holds more than half of the state after `k` steps iff `(a/b)^(2k) > (1-w)/w`; the mean
energy falls strictly at every step and converges to the ghost energy. -/
theorem ghost_takeover (h : GhostPair H F g v Eg Ev a b) (hw : 0 < w) (hw1 : w < 1)
    (hα : Complex.normSq α = w) (hβ : Complex.normSq β = 1 - w) :
    (∀ k : ℕ, 1 / 2 < ghostWeight g ((F ^ k) *ᵥ (α • g + β • v)) ↔
      (1 - w) / w < (a / b) ^ (2 * k)) ∧
    StrictAnti (fun k : ℕ => meanEnergy H ((F ^ k) *ᵥ (α • g + β • v))) ∧
    Tendsto (fun k : ℕ => meanEnergy H ((F ^ k) *ᵥ (α • g + β • v))) atTop (𝓝 Eg) := by
  have hb := h.pos
  have hab := h.favours
  have ha : 0 < a := hb.trans hab
  have hv : 0 < 1 - w := sub_pos.mpr hw1
  have hD : ∀ k : ℕ, 0 < w * a ^ (2 * k) + (1 - w) * b ^ (2 * k) := fun k =>
    add_pos (mul_pos hw (pow_pos ha _)) (mul_pos hv (pow_pos hb _))
  refine ⟨fun k => ?_, strictAnti_nat_of_succ_lt fun k => ?_, ?_⟩
  · -- clear the positive denominators
    rw [filtered_weight h hα hβ, div_pow, lt_div_iff₀ (hD k), div_lt_iff₀ hw,
      div_mul_eq_mul_div (a ^ (2 * k)), lt_div_iff₀ (pow_pos hb (2 * k))]
    constructor <;> intro hk <;> linarith
  · -- the valence weight shrinks because `b ^ 2 < a ^ 2`
    rw [filtered_energy h hw hw1 hα hβ, filtered_energy h hw hw1 hα hβ]
    have hfrac : (1 - w) * b ^ (2 * (k + 1)) /
          (w * a ^ (2 * (k + 1)) + (1 - w) * b ^ (2 * (k + 1)))
        < (1 - w) * b ^ (2 * k) / (w * a ^ (2 * k) + (1 - w) * b ^ (2 * k)) := by
      rw [div_lt_iff₀ (hD (k + 1)), div_mul_eq_mul_div, lt_div_iff₀ (hD k)]
      have hsq : 0 < a ^ 2 - b ^ 2 := by nlinarith
      have hp : 0 < (1 - w) * b ^ (2 * k) * (w * a ^ (2 * k)) * (a ^ 2 - b ^ 2) :=
        mul_pos (mul_pos (mul_pos hv (pow_pos hb _)) (mul_pos hw (pow_pos ha _))) hsq
      refine sub_pos.mp (lt_of_lt_of_eq hp ?_)
      ring
    have := mul_lt_mul_of_pos_left hfrac (sub_pos.mpr h.below)
    linarith
  · -- express the valence weight through `q ^ k` with `q = (b / a) ^ 2 < 1`
    have hq1 : (b / a) ^ 2 < 1 := by
      rw [div_pow, div_lt_one (pow_pos ha 2)]
      nlinarith
    have hq := tendsto_pow_atTop_nhds_zero_of_lt_one (sq_nonneg (b / a)) hq1
    have hnum := hq.const_mul (1 - w)
    have hlim := ((hnum.div (hnum.const_add w) (by simpa using hw.ne')).const_mul
      (Ev - Eg)).const_add Eg
    simp only [mul_zero, zero_div, add_zero] at hlim
    refine hlim.congr fun k => ?_
    rw [filtered_energy h hw hw1 hα hβ]
    have hB : b ^ (2 * k) = a ^ (2 * k) * ((b / a) ^ 2) ^ k := by
      rw [← pow_mul, div_pow, mul_div_cancel₀ _ (pow_pos ha (2 * k)).ne']
    have hQ : 0 < w + (1 - w) * ((b / a) ^ 2) ^ k :=
      add_pos hw (mul_pos hv (pow_pos (pow_pos (div_pos hb ha) 2) k))
    have hDk := (hD k).ne'
    rw [hB] at hDk ⊢
    congr 2
    simp only [Pi.div_apply]
    rw [div_eq_div_iff hQ.ne' hDk]
    ring
```

The theorem joins three statements, proved in the three bulleted parts.

**Threshold.** Since $N_k>0$, the condition $p_k>\tfrac12$ means $2w\,a^{2k}>N_k$, that is, $w\,a^{2k}>(1-w)\,b^{2k}$. Dividing by the positive numbers $w$ and $b^{2k}$ gives

$$p_k>\tfrac12\iff\left(\frac ab\right)^{2k}>\frac{1-w}{w}.$$

The `rw` line clears the denominators, and `linarith` compares the resulting linear inequalities.

**Strict decrease.** `StrictAnti` says that a larger $k$ gives a smaller mean energy, and it is enough to compare neighbouring steps. By the energy formula, the valence weight has to shrink:

$$\frac{(1-w)\,b^{2k+2}}{N_{k+1}}<\frac{(1-w)\,b^{2k}}{N_k}.$$

After cross-multiplication, the right side minus the left is

$$(1-w)\,b^{2k}\left(N_{k+1}-b^2N_k\right)=(1-w)\,b^{2k}\,w\,a^{2k}\,(a^2-b^2)>0 .$$

This positive product is `hp` in the code. Multiplying the inequality by the gap $E_v-E_g>0$ carries it over to the energies.

**Limit.** `Tendsto … atTop (𝓝 Eg)` says $E_k\to E_g$ as $k\to\infty$. With $q=(b/a)^2<1$, dividing numerator and denominator by $a^{2k}$ gives

$$1-p_k=\frac{(1-w)\,q^k}{w+(1-w)\,q^k}\longrightarrow 0 .$$

Lean takes the limit of this form and then shows that it agrees with the energy formula at every $k$.

```lean
/-- For a start vector with ghost weight `w` strictly between 0 and 1 and valence weight `1 - w`,
the ghost holds more than half of the state once `k` exceeds `log((1-w)/w) / (2 log(a/b))`,
and not before. -/
theorem takeover_step (h : GhostPair H F g v Eg Ev a b) (hw : 0 < w) (hw1 : w < 1)
    (hα : Complex.normSq α = w) (hβ : Complex.normSq β = 1 - w) (k : ℕ) :
    1 / 2 < ghostWeight g ((F ^ k) *ᵥ (α • g + β • v)) ↔
      Real.log ((1 - w) / w) / (2 * Real.log (a / b)) < k := by
  have hr : 1 < a / b := (one_lt_div h.pos).mpr h.favours
  have hl : 0 < 2 * Real.log (a / b) := mul_pos two_pos (Real.log_pos hr)
  rw [(ghost_takeover h hw hw1 hα hβ).1 k,
    ← Real.log_lt_log_iff (div_pos (sub_pos.mpr hw1) hw) (pow_pos (one_pos.trans hr) _),
    Real.log_pow, div_lt_iff₀ hl]
  push_cast
  constructor <;> intro hk <;> linarith
```

Taking logarithms of the threshold gives $2k\log(a/b)>\log\frac{1-w}{w}$. Because $a/b>1$, the factor $2\log(a/b)$ is positive and can be divided out:

$$p_k>\tfrac12\iff k>\frac{\log\frac{1-w}{w}}{2\log(a/b)} .$$

If $w>\tfrac12$, the right side is negative and the ghost dominates from $k=0$. At $w=\tfrac12$ it is zero, so the start is a tie and the first step breaks it.

## A shifted Hamiltonian as the filter

```lean
/-- For a Hermitian `H` with normalised ghost and valence eigenvectors and `Eg < Ev < σ`, the
shifted filter `σ - H` satisfies `GhostPair` with the factors `σ - Eg` and `σ - Ev`. -/
theorem shifted_filter {σ : ℝ} (hH : H.IsHermitian)
    (hg : H *ᵥ g = (Eg : ℂ) • g) (hv : H *ᵥ v = (Ev : ℂ) • v)
    (hgn : star g ⬝ᵥ g = 1) (hvn : star v ⬝ᵥ v = 1) (hE : Eg < Ev) (hσ : Ev < σ) :
    GhostPair H ((σ : ℂ) • (1 : Matrix n n ℂ) - H) g v Eg Ev (σ - Eg) (σ - Ev) where
  herm := hH
  ghost := hg
  valence := hv
  ghost_norm := hgn
  valence_norm := hvn
  below := hE
  filter_ghost := by
    rw [Matrix.sub_mulVec, Matrix.smul_mulVec, Matrix.one_mulVec, hg, Complex.ofReal_sub,
      sub_smul]
  filter_valence := by
    rw [Matrix.sub_mulVec, Matrix.smul_mulVec, Matrix.one_mulVec, hv, Complex.ofReal_sub,
      sub_smul]
  pos := sub_pos.mpr hσ
  favours := by linarith
```

The filter $F=\sigma-H$ with $\sigma>E_v$ satisfies the conditions: it has $a=\sigma-E_g$ and $b=\sigma-E_v$, and $E_g<E_v<\sigma$ gives $a>b>0$. The proof fills in the fields of `GhostPair` one by one.

For iterative diagonalisation in electronic structure, the result describes how a small ghost component can take over a trial vector, provided that the vector contains only these two eigenvectors and the filter stays fixed. A general trial vector has further components, and under $\sigma-H$ one with energy below $E_g$ or above $2\sigma-E_g$ would outgrow the ghost.

## The smallest case: two levels

```lean
/-- A two-level Hamiltonian with ghost energy `-2` and valence energy `-1`, filtered by its
negative, satisfies all the conditions of `GhostPair`. -/
theorem ghostPair_witness :
    GhostPair (!![-2, 0; 0, -1] : Matrix (Fin 2) (Fin 2) ℂ) !![2, 0; 0, 1]
      ![1, 0] ![0, 1] (-2) (-1) 2 1 where
  herm := by
    ext i j
    fin_cases i <;> fin_cases j <;> simp [Matrix.conjTranspose_apply]
  ghost := by
    ext i
    fin_cases i <;> simp [Matrix.mulVec, dotProduct, Fin.sum_univ_two]
  valence := by
    ext i
    fin_cases i <;> simp [Matrix.mulVec, dotProduct, Fin.sum_univ_two]
  ghost_norm := by simp [dotProduct, Fin.sum_univ_two]
  valence_norm := by simp [dotProduct, Fin.sum_univ_two]
  below := by norm_num
  filter_ghost := by
    ext i
    fin_cases i <;> simp [Matrix.mulVec, dotProduct, Fin.sum_univ_two]
  filter_valence := by
    ext i
    fin_cases i <;> simp [Matrix.mulVec, dotProduct, Fin.sum_univ_two]
  pos := by norm_num
  favours := by norm_num

end

end GhostFiltering
```

Two orthonormal vectors need at least two dimensions, and two suffice. Here $H=\mathrm{diag}(-2,-1)$ and $F=-H$, so $a=2$ and $b=1$; `Fin 2` is the two-element index set. The entries are checked one at a time.

The threshold becomes $4^k>(1-w)/w$. With one per cent of the start vector on the ghost, the right side is 99. Since $4^3=64$ and $4^4=256$, the ghost first holds the majority after four steps.

```lean
#print axioms GhostFiltering.filtered_energy
-- 'GhostFiltering.filtered_energy' depends on axioms: [propext, Classical.choice, Quot.sound]
#print axioms GhostFiltering.takeover_step
-- 'GhostFiltering.takeover_step' depends on axioms: [propext, Classical.choice, Quot.sound]
#print axioms GhostFiltering.shifted_filter
-- 'GhostFiltering.shifted_filter' depends on axioms: [propext, Classical.choice, Quot.sound]
```
